# Two real discrete Fourier transforms from one complex transform

## Question

Transforming two real orbitals f and g separately takes two complex Fourier transforms, each with an input whose imaginary part is zero. Packing the orbitals as h = f + i g and transforming once mixes the results: ĥ(k) = f̂(k) + i ĝ(k) with both f̂(k) and ĝ(k) complex, so Re ĥ(k) = Re f̂(k) − Im ĝ(k) is in general not f̂(k). Plane-wave codes that pack two real Gamma-point orbitals in this way separate them by pairing k with −k:

f̂(k) = (ĥ(k) + conj ĥ(−k)) / 2

ĝ(k) = (ĥ(k) − conj ĥ(−k)) / (2i)

Can this be stated and proved in Lean 4 with Mathlib on a periodic grid of any dimension? I would also like to know whether reality of f and g is needed, and whether the packing works in the inverse direction.

## Answer

### Modelling choices

The axes are labelled by a finite type `d`, and axis i has `N i` points, with `NeZero (N i)` excluding zero. The type `Grid N` is the product of the cyclic groups `ZMod (N i)`, so periodic boundary conditions are part of the type. It labels both positions x and wave vectors k. Here k indexes the plane waves of the cell, not the Bloch vector, and −k is negation modulo Nᵢ on each axis, which for array indices 0, …, Nᵢ − 1 sends kᵢ to Nᵢ − kᵢ and 0 to 0.

`planeWave k x` is a product of one phase per axis, built from `ZMod.stdAddChar`. The theorem `planeWave_eq_exp` identifies it, using the representatives `val`, with

e_k(x) = exp(2πi Σᵢ kᵢxᵢ / Nᵢ).

The forward transform `dft` has the minus sign and no prefactor, and `idft` carries 1/n, where n is the number of grid points:

ĥ(k) = Σₓ e_{−k}(x) h(x)

(idft F)(x) = (1/n) Σₖ e_k(x) F(k)

In the main theorem reality is expressed by the types `f g : Grid N → ℝ`, and `pack f g` is f + i g. `unpackFst` and `unpackSnd` are the two combinations above for an arbitrary coefficient array H. `HermitianSymmetric F` means conj F(−k) = F(k) for every k, and `normSq` is the squared modulus.

### Derivation by hand

Each phase has modulus one, so conjugation reverses the wave vector: conj e_k(x) = e_{−k}(x). For any complex h this gives

conj ĥ(−k) = conj Σₓ e_k(x) h(x) = Σₓ e_{−k}(x) conj h(x),

which is the transform of conj h at k. Adding and subtracting,

(ĥ(k) + conj ĥ(−k)) / 2 = Σₓ e_{−k}(x) (h(x) + conj h(x)) / 2 = Σₓ e_{−k}(x) Re h(x)

(ĥ(k) − conj ĥ(−k)) / (2i) = Σₓ e_{−k}(x) (h(x) − conj h(x)) / (2i) = Σₓ e_{−k}(x) Im h(x).

For real f and g, Re h = f and Im h = g, and the two formulas follow.

The converse needs inversion. The sum over wave vectors factorises:

Σₖ e_k(y) = ∏ᵢ Σₐ exp(2πi a yᵢ / Nᵢ).

If y ≠ 0, some yᵢ ≠ 0, and that factor is a geometric sum of Nᵢ terms with ratio ω ≠ 1 and ω^Nᵢ = 1, equal to (ω^Nᵢ − 1)/(ω − 1) = 0. For y = 0 the sum is n. With e_k(x) e_{−k}(y) = e_k(x − y),

(1/n) Σₖ e_k(x) ĥ(k) = (1/n) Σ_y [Σₖ e_k(x − y)] h(y) = h(x).

Now let f and g be complex. The first combination is still the transform of Re(f + i g) = Re f − Im g. If it equals f̂(k) at all k, inversion gives f = Re f − Im g pointwise. The imaginary part of this equation is Im f = 0, and the real part is Im g = 0. Conversely, if both vanish then f = Re(f + i g) and the formula holds.

For the power identity put a = ĥ(k) and b = conj ĥ(−k). The parallelogram law gives

|f̂(k)|² + |ĝ(k)|² = |a + b|²/4 + |a − b|²/4 = (|ĥ(k)|² + |ĥ(−k)|²) / 2.

In the inverse direction, let U be Hermitian symmetric, so that conj U(k) = U(−k). Then

conj Σₖ e_k(x) U(k) = Σₖ e_{−k}(x) U(−k) = Σₖ e_k(x) U(k)

after relabelling k → −k, so idft U is real. For two such arrays, linearity gives idft(F + iG) = idft F + i idft G with both terms real, and these are therefore the real and imaginary parts.

### The file

```lean
import Mathlib

open Complex ComplexConjugate

namespace GammaPointPacking

noncomputable section

variable {d : Type*} [Fintype d] {N : d → ℕ} [∀ i, NeZero (N i)]

/-- The periodic grid with `N i` points along axis `i`; it labels both positions and
wave vectors. -/
abbrev Grid (N : d → ℕ) := ∀ i, ZMod (N i)

/-- The plane wave `e_k(x)` on the grid, a product of one phase factor per axis. -/
def planeWave (k x : Grid N) : ℂ := ∏ i, ZMod.stdAddChar (N := N i) (k i * x i)

/-- Two real functions packed into one complex function `h = f + i g`. -/
def pack {X : Type*} (f g : X → ℝ) (x : X) : ℂ := (f x : ℂ) + I * (g x : ℂ)

/-- The first unpacking combination `(H(k) + conj H(-k)) / 2`. -/
def unpackFst (H : Grid N → ℂ) (k : Grid N) : ℂ := (H k + conj (H (-k))) / 2

/-- The second unpacking combination `(H(k) - conj H(-k)) / (2 i)`. -/
def unpackSnd (H : Grid N → ℂ) (k : Grid N) : ℂ := (H k - conj (H (-k))) / (2 * I)

/-- Hermitian symmetry of Fourier coefficients: `conj F(-k) = F(k)` for every `k`. -/
def HermitianSymmetric (F : Grid N → ℂ) : Prop := ∀ k, conj (F (-k)) = F k

/-- The plane wave equals `exp (2 π i ∑ᵢ kᵢ xᵢ / Nᵢ)`. -/
theorem planeWave_eq_exp (k x : Grid N) :
    planeWave k x = Complex.exp (2 * (Real.pi : ℂ) * I *
      ∑ i, ((k i).val : ℂ) * ((x i).val : ℂ) / (N i : ℂ)) := by
  unfold planeWave
  rw [Finset.mul_sum, Complex.exp_sum]
  refine Finset.prod_congr rfl fun i _ => ?_
  have h : k i * x i = (((k i).val * (x i).val : ℕ) : ZMod (N i)) := by
    rw [Nat.cast_mul, ZMod.natCast_zmod_val, ZMod.natCast_zmod_val]
  rw [h, ZMod.stdAddChar_apply, ZMod.toCircle_natCast]
  congr 1
  rw [Nat.cast_mul]
  ring

/-- Complex conjugation reverses the wave vector: `conj e_k(x) = e_{-k}(x)`. -/
theorem conj_planeWave (k x : Grid N) : conj (planeWave k x) = planeWave (-k) x := by
  unfold planeWave
  rw [map_prod]
  refine Finset.prod_congr rfl fun i _ => ?_
  rw [Pi.neg_apply, neg_mul]
  symm
  -- a phase factor has modulus one, so its inverse is its conjugate
  exact AddChar.map_neg_eq_conj _ _

/-- For every grid point `a` the coefficients `k ↦ e_k(a)` are Hermitian symmetric. -/
theorem hermitianSymmetric_witness (a : Grid N) :
    HermitianSymmetric (fun k : Grid N => planeWave k a) := by
  intro k
  simp only [conj_planeWave, neg_neg]

variable [DecidableEq d]

/-- The discrete Fourier transform `ĥ(k) = ∑ₓ e_{-k}(x) h(x)`. -/
def dft (h : Grid N → ℂ) (k : Grid N) : ℂ := ∑ x, planeWave (-k) x * h x

/-- The inverse transform `(1 / number of grid points) ∑ₖ e_k(x) F(k)`. -/
def idft (F : Grid N → ℂ) (x : Grid N) : ℂ :=
  (Fintype.card (Grid N) : ℂ)⁻¹ * ∑ k, planeWave k x * F k

/-- The sum of `e_k(y)` over all wave vectors vanishes at every grid point `y ≠ 0`. -/
theorem sum_planeWave_eq_zero {y : Grid N} (hy : y ≠ 0) :
    ∑ k : Grid N, planeWave k y = 0 := by
  -- the sum factorises over the axes
  have h1 : ∑ k : Grid N, planeWave k y
      = ∏ i, ∑ a : ZMod (N i), ZMod.stdAddChar (N := N i) (a * y i) := by
    unfold planeWave
    rw [Finset.prod_univ_sum, Fintype.piFinset_univ]
    try rfl
  obtain ⟨i, hi⟩ := Function.ne_iff.mp hy
  have hi' : y i ≠ 0 := hi
  rw [h1]
  refine Finset.prod_eq_zero (Finset.mem_univ i) ?_
  have h2 := AddChar.sum_mulShift (y i) (ZMod.isPrimitive_stdAddChar (N i))
  rw [h2]
  simp [hi']

/-- Fourier inversion: the inverse transform of `ĥ` is `h`. -/
theorem idft_dft (h : Grid N → ℂ) : idft (dft h) = h := by
  funext x
  have : Nonempty (Grid N) := ⟨0⟩
  have hc : (Fintype.card (Grid N) : ℂ) ≠ 0 := Nat.cast_ne_zero.mpr Fintype.card_ne_zero
  have hmul : ∀ k y : Grid N, planeWave k x * planeWave (-k) y = planeWave k (x - y) := by
    intro k y
    unfold planeWave
    rw [← Finset.prod_mul_distrib]
    refine Finset.prod_congr rfl fun i _ => ?_
    rw [← AddChar.map_add_eq_mul]
    congr 1
    simp only [Pi.neg_apply, Pi.sub_apply]
    ring
  have hsum : ∑ k, planeWave k x * dft h k = ∑ y, (∑ k, planeWave k (x - y)) * h y := by
    simp only [dft, Finset.mul_sum, Finset.sum_mul]
    rw [Finset.sum_comm]
    refine Finset.sum_congr rfl fun y _ => Finset.sum_congr rfl fun k _ => ?_
    rw [← mul_assoc, hmul]
  unfold idft
  -- only the term y = x survives
  rw [hsum, Finset.sum_eq_single x]
  · have h0 : ∑ k : Grid N, planeWave k (x - x) = (Fintype.card (Grid N) : ℂ) := by
      simp [planeWave]
    rw [h0, ← mul_assoc, inv_mul_cancel₀ hc, one_mul]
  · intro y _ hy
    rw [sum_planeWave_eq_zero (sub_ne_zero.mpr hy.symm), zero_mul]
  · intro hx
    exact absurd (Finset.mem_univ x) hx

/-- The transform of the conjugate function at `k` is the conjugate of the transform
at `-k`. -/
theorem dft_conj (h : Grid N → ℂ) (k : Grid N) :
    dft (fun x => conj (h x)) k = conj (dft h (-k)) := by
  simp only [dft, map_sum, map_mul, conj_planeWave, neg_neg]

/-- For any complex `h` the two unpacking combinations of `ĥ` are the transforms of the
real part and of the imaginary part of `h`. -/
theorem unpack_dft (h : Grid N → ℂ) (k : Grid N) :
    unpackFst (dft h) k = dft (fun x => ((h x).re : ℂ)) k ∧
      unpackSnd (dft h) k = dft (fun x => ((h x).im : ℂ)) k := by
  unfold unpackFst unpackSnd
  rw [← dft_conj]
  simp only [dft]
  constructor
  · rw [← Finset.sum_add_distrib, Finset.sum_div]
    refine Finset.sum_congr rfl fun x _ => ?_
    rw [Complex.re_eq_add_conj]
    ring
  · rw [← Finset.sum_sub_distrib, Finset.sum_div]
    refine Finset.sum_congr rfl fun x _ => ?_
    rw [Complex.im_eq_sub_conj]
    ring

/-- Two real transforms in one: for real `f`, `g` and `h = f + i g`,
`f̂(k) = (ĥ(k) + conj ĥ(-k)) / 2` and `ĝ(k) = (ĥ(k) - conj ĥ(-k)) / (2 i)`. -/
theorem two_real_transforms (f g : Grid N → ℝ) (k : Grid N) :
    dft (fun x => (f x : ℂ)) k
        = (dft (pack f g) k + conj (dft (pack f g) (-k))) / 2 ∧
      dft (fun x => (g x : ℂ)) k
        = (dft (pack f g) k - conj (dft (pack f g) (-k))) / (2 * I) := by
  have H := unpack_dft (pack f g) k
  have hre : ∀ x, (pack f g x).re = f x := by
    intro x
    simp [pack]
  have him : ∀ x, (pack f g x).im = g x := by
    intro x
    simp [pack]
  simp only [hre, him] at H
  exact ⟨H.1.symm, H.2.symm⟩

/-- For complex `f`, `g` and `h = f + i g`, the formula `f̂(k) = (ĥ(k) + conj ĥ(-k)) / 2`
holds at all `k` exactly when both `f` and `g` are real everywhere. -/
theorem unpackFst_iff_real (f g : Grid N → ℂ) :
    (∀ k, dft f k = unpackFst (dft (fun x => f x + I * g x)) k) ↔
      ∀ x, (f x).im = 0 ∧ (g x).im = 0 := by
  have hform : ∀ x, (f x + I * g x).re = (f x).re - (g x).im := by
    intro x
    rw [Complex.add_re, Complex.mul_re, Complex.I_re, Complex.I_im]
    ring
  constructor
  · intro H x
    have hd : dft f = dft (fun x => (((f x + I * g x).re : ℝ) : ℂ)) :=
      funext fun k => (H k).trans (unpack_dft (fun x => f x + I * g x) k).1
    -- inversion gives f = Re (f + i g)
    have e := congrArg idft hd
    rw [idft_dft, idft_dft] at e
    have hx : f x = (((f x + I * g x).re : ℝ) : ℂ) := congrFun e x
    rw [hform] at hx
    have h1 := congrArg Complex.im hx
    have h2 := congrArg Complex.re hx
    rw [Complex.ofReal_im] at h1
    rw [Complex.ofReal_re] at h2
    exact ⟨h1, by linarith⟩
  · intro H k
    have hpt : ∀ x, f x = (((f x + I * g x).re : ℝ) : ℂ) := by
      intro x
      rw [hform]
      apply Complex.ext
      · rw [Complex.ofReal_re, (H x).2, sub_zero]
      · rw [Complex.ofReal_im, (H x).1]
    have hf : f = fun x => (((f x + I * g x).re : ℝ) : ℂ) := funext hpt
    exact (congrArg (fun u => dft u k) hf).trans
      (unpack_dft (fun x => f x + I * g x) k).1.symm

/-- For real `f`, `g` and `h = f + i g`,
`|f̂(k)|² + |ĝ(k)|² = (|ĥ(k)|² + |ĥ(-k)|²) / 2`. -/
theorem packed_power (f g : Grid N → ℝ) (k : Grid N) :
    normSq (dft (fun x => (f x : ℂ)) k) + normSq (dft (fun x => (g x : ℂ)) k)
      = (normSq (dft (pack f g) k) + normSq (dft (pack f g) (-k))) / 2 := by
  -- the parallelogram law
  have key : ∀ a b : ℂ, normSq ((a + conj b) / 2) + normSq ((a - conj b) / (2 * I))
      = (normSq a + normSq b) / 2 := by
    intro a b
    have h2 : normSq 2 = 4 := by
      rw [Complex.normSq_apply]
      norm_num
    rw [Complex.normSq_div, Complex.normSq_div, Complex.normSq_mul, h2, Complex.normSq_I]
    simp only [Complex.normSq_apply, Complex.add_re, Complex.add_im, Complex.sub_re,
      Complex.sub_im, Complex.conj_re, Complex.conj_im]
    ring
  obtain ⟨h1, h2⟩ := two_real_transforms f g k
  rw [h1, h2]
  exact key _ _

/-- Packing in the inverse direction: for Hermitian symmetric coefficients `F`, `G`, the
inverse transforms of `F` and `G` are the real and the imaginary part of the inverse
transform of `F + i G`. -/
theorem two_real_inverse_transforms (F G : Grid N → ℂ) (hF : HermitianSymmetric F)
    (hG : HermitianSymmetric G) (x : Grid N) :
    idft F x = ((idft (fun k => F k + I * G k) x).re : ℂ) ∧
      idft G x = ((idft (fun k => F k + I * G k) x).im : ℂ) := by
  -- Hermitian symmetric coefficients give a real function: reindex k ↦ -k
  have hreal : ∀ U : Grid N → ℂ, HermitianSymmetric U → conj (idft U x) = idft U x := by
    intro U hU
    have hs : conj (∑ k, planeWave k x * U k) = ∑ k, planeWave k x * U k := by
      simp only [map_sum, map_mul, conj_planeWave]
      refine Fintype.sum_equiv (Equiv.neg (Grid N)) _ _ fun k => ?_
      have hk := hU (-k)
      rw [neg_neg] at hk
      simp only [Equiv.neg_apply, hk]
    unfold idft
    rw [map_mul, hs, map_inv₀, map_natCast]
  have hlin : idft (fun k => F k + I * G k) x = idft F x + I * idft G x := by
    have hs : ∑ k, planeWave k x * (F k + I * G k)
        = ∑ k, planeWave k x * F k + I * ∑ k, planeWave k x * G k := by
      rw [Finset.mul_sum, ← Finset.sum_add_distrib]
      refine Finset.sum_congr rfl fun k _ => ?_
      ring
    simp only [idft]
    rw [hs]
    ring
  rw [Complex.re_eq_add_conj, Complex.im_eq_sub_conj, hlin, map_add, map_mul, Complex.conj_I,
    hreal F hF, hreal G hG]
  constructor
  · ring
  · rw [eq_div_iff (mul_ne_zero two_ne_zero Complex.I_ne_zero)]
    ring

/-- The one-dimensional case: the two unpacking formulas for real `f`, `g` on `ZMod M`
and the standard discrete Fourier transform on `ZMod M`. -/
theorem two_real_transforms_zmod {M : ℕ} [NeZero M] (f g : ZMod M → ℝ) (k : ZMod M) :
    ZMod.dft (fun x : ZMod M => (f x : ℂ)) k
        = (ZMod.dft (pack f g) k + conj (ZMod.dft (pack f g) (-k))) / 2 ∧
      ZMod.dft (fun x : ZMod M => (g x : ℂ)) k
        = (ZMod.dft (pack f g) k - conj (ZMod.dft (pack f g) (-k))) / (2 * I) := by
  -- a grid with a single axis is ZMod M
  have bridge : ∀ (u : ZMod M → ℂ) (q : ZMod M),
      dft (N := fun _ : Unit => M) (fun x => u (x ())) (fun _ => q) = ZMod.dft u q := by
    intro u q
    rw [ZMod.dft_apply]
    unfold dft
    refine Fintype.sum_equiv (Equiv.funUnique Unit (ZMod M)) _ _ fun x => ?_
    show (∏ _i : Unit, ZMod.stdAddChar (N := M) (-q * x ())) * u (x ())
      = ZMod.stdAddChar (N := M) (-(x () * q)) * u (x ())
    rw [Fintype.prod_unique, neg_mul, mul_comm q]
  have H := two_real_transforms (N := fun _ : Unit => M)
    (fun x => f (x ())) (fun x => g (x ())) (fun _ => k)
  simp only [← bridge]
  exact H

end

end GammaPointPacking
```

```lean
#print axioms GammaPointPacking.unpackFst_iff_real
#print axioms GammaPointPacking.packed_power
#print axioms GammaPointPacking.two_real_inverse_transforms
#print axioms GammaPointPacking.two_real_transforms_zmod
```

```
'GammaPointPacking.unpackFst_iff_real' depends on axioms: [propext, Classical.choice, Quot.sound]
'GammaPointPacking.packed_power' depends on axioms: [propext, Classical.choice, Quot.sound]
'GammaPointPacking.two_real_inverse_transforms' depends on axioms: [propext, Classical.choice, Quot.sound]
'GammaPointPacking.two_real_transforms_zmod' depends on axioms: [propext, Classical.choice, Quot.sound]
```

### Remarks

`two_real_transforms` states both formulas for all real f, g and every k, on any such grid, with odd or even sizes alike. Its proof follows the hand steps. `conj_planeWave` conjugates factor by factor through `AddChar.map_neg_eq_conj`, and `dft_conj` moves the conjugation inside the sum. `unpack_dft` rewrites conj ĥ(−k) backwards with `dft_conj`, merges the two sums, and compares terms using `Complex.re_eq_add_conj` and `Complex.im_eq_sub_conj`. The main theorem then inserts `hre` and `him`, which say that `pack f g` has real part f and imaginary part g.

In `sum_planeWave_eq_zero`, `h1` is the factorisation over axes, and `AddChar.sum_mulShift` with the primitivity of the character replaces the geometric sum. In `idft_dft`, `hmul` multiplies the two phases, `hsum` exchanges the sums, and `Finset.sum_eq_single x` keeps the term y = x.

`unpackFst_iff_real` concerns the first formula only and requires it at all k. It applies `idft` to both sides and compares real and imaginary parts. A concrete failure is f = i, g = 0: then f̂(0) = i n, while the first combination at k = 0 is (i n + conj(i n))/2 = 0.

`packed_power` reduces to `key`, the parallelogram law written in real and imaginary components. `two_real_inverse_transforms` assumes Hermitian symmetry of both F and G. Its step `hreal` is the relabelling by `Equiv.neg`, and `hlin` is linearity. On a one-point grid F = i, G = 0 violates the assumption and the conclusion, since idft F = i while the real part of the packed result is 0. `hermitianSymmetric_witness` supplies nonzero arrays with the symmetry, namely k ↦ e_k(a) for any grid point a.

`two_real_transforms_zmod` restates the main result for Mathlib's `ZMod.dft` on `ZMod M`. Its step `bridge` shows that `dft` on a grid with the single axis `Unit` agrees with `ZMod.dft`, which also ties the sign and normalisation used here to Mathlib's.

The identities apply to electronic-structure calculations in which two real orbitals, sampled on a finite periodic grid and treated in exact arithmetic, share one complex transform. The file takes that reality as given. It contains no Hamiltonian and no argument that time reversal lets spinless Gamma-point orbitals be chosen real, and it says nothing about fast algorithms, operation counts, rounding, energy cutoffs or half-storage of coefficients.
